# The p1/2² determinant is two-thirds ³P and one-third ¹S

A lead atom has two 6p electrons outside closed shells. If spin-orbit coupling is strong, I put both into the p1/2 subshell, which they fill, and a single determinant describes them. In a light atom with the same p² configuration, Hund's rules give a ³P ground term instead. A filled subshell sounds like a singlet to me, so is my determinant really ¹S? And if I keep it while the spin-orbit coupling is switched off, how far above ³P does it end up?

## Two-thirds triplet, and 5F too high

It is mostly triplet. With a common radial function for all p orbitals, the determinant D is

D = √(2/3) T + √(1/3) S0,

where T belongs to ³P and S0 is ¹S. Its mean repulsion lies 5F above ³P. Here F is the Slater parameter usually written F₂, one twenty-fifth of the radial integral F².

**The decomposition.** Let a, b label the orbitals x, y, z, let s be a spin index, and let σ_a be the Pauli matrices. The p1/2 spinors, m = 0, 1, have components

u_m(a,s) = σ_a[s,m]/√3.

Let ε be the spin matrix with rows (0, 1) and (−1, 0). For fixed a and b, the determinant (u₀u₁ᵀ − u₁u₀ᵀ)/√2 is the 2×2 spin matrix

D[a,b] = σ_a ε σ_bᵀ/√18 = −σ_a σ_b ε/√18,

because ε σ_bᵀ = −σ_b ε. Now σ_a σ_b = δ_ab + i Σ_l e_abl σ_l, with e_abl the Levi-Civita symbol, and the orbital angular momentum matrices are ℓ_l[a,b] = −i e_abl. Hence

D = (Σ_l ℓ_l ⊗ σ_l ε + 1 ⊗ εᵀ)/√18.

The two terms are orthogonal, since tr ℓ_l = 0, and their squared norms are 12 and 6. The normalised states are therefore

T = Σ_l ℓ_l ⊗ σ_l ε/√12

S0 = 1 ⊗ εᵀ/√6

and the weights of D are 12/18 = 2/3 and 6/18 = 1/3.

**The terms.** On a product of an orbital matrix A and a spin matrix B, contracting the Levi-Civita symbols gives

l₁·l₂: A → Aᵀ − (tr A) 1.

Since L² = l₁² + l₂² + 2 l₁·l₂, and l² = 2 for each electron,

L²: A → 4A + 2(Aᵀ − (tr A) 1).

For spin, S² = 3/2 + 2 s₁·s₂, and 2 s₁·s₂ exchanges the two spins and subtracts 1/2, so

S²: B → B + Bᵀ.

In T, ℓ_l is antisymmetric and σ_l ε is symmetric, so l₁·l₂ = −1 and L² = S² = 2. In S0 the orbital part is the unit matrix and εᵀ is antisymmetric, so l₁·l₂ = −2 and L² = S² = 0.

**The energy.** Without its common monopole constant, the repulsion is

R = F(6(l₁·l₂)² + 3 l₁·l₂ − 8).

It equals −5F on T and 10F on S0. As these are orthonormal eigenstates, the mean in D is

(2/3)(−5F) + (1/3)(10F) = 0,

which is 5F above T. This is an expectation value: for F ≠ 0, D is not an eigenstate of R.

**What the Lean statements say.** A `Pair` is a 6×6 complex matrix over orbital and spin labels, with rows for electron 1 and columns for electron 2; the same type also holds one-electron operators. `both A` sends Ψ to AΨ + ΨAᵀ, which is A summed over both electrons, and `overlap` is tr(X†Y). `root x` is √x as a complex amplitude. `triplet` is the one state T, not the whole ninefold term.

`pHalf_spin_orbit` identifies the spinors: l·s = −1, which marks j = 1/2, and j_z = ±1/2. `term_energies` also gives F for symmetric traceless orbital parts, the ¹D energy. It allows any spin part, including combinations that the Pauli principle forbids. `determinant_energy` gives the difference 5F for every real F; it is positive in the physical case F > 0.

The form of `repulsion` is a definition. It stands for the quadrupole part of the Coulomb interaction within one p shell, and the reduction of 1/r₁₂ to it is taken from atomic theory. In a real heavy atom p1/2 and p3/2 have different radial functions, and the spinors have small components, which this model leaves out. Within the model, a calculation restricted to this one determinant misses the ³P limit by 5F when spin-orbit coupling vanishes.

```lean
import Mathlib

open Matrix
open scoped Kronecker

namespace PSquaredCoupling

noncomputable section

/-- Spin-orbital labels of one p electron: Cartesian orbital and spin. -/
abbrev Label := Fin 3 × Fin 2

/-- Two-electron states, as coefficient matrices (rows: electron 1, columns: electron 2). -/
abbrev Pair := Matrix Label Label ℂ

/-- Square root of a nonnegative real number, as a complex amplitude. -/
def root (x : ℝ) : ℂ := (Real.sqrt x : ℝ)

/-- Orbital angular momentum matrices in the Cartesian p basis. -/
def ell : Fin 3 → Matrix (Fin 3) (Fin 3) ℂ :=
  ![!![0, 0, 0; 0, 0, -Complex.I; 0, Complex.I, 0],
    !![0, 0, Complex.I; 0, 0, 0; -Complex.I, 0, 0],
    !![0, -Complex.I, 0; Complex.I, 0, 0; 0, 0, 0]]

/-- The Pauli matrices. -/
def sigma : Fin 3 → Matrix (Fin 2) (Fin 2) ℂ :=
  ![!![0, 1; 1, 0], !![0, -Complex.I; Complex.I, 0], !![1, 0; 0, -1]]

/-- The antisymmetric spin matrix, up-down minus down-up. -/
def eps : Matrix (Fin 2) (Fin 2) ℂ := !![0, 1; -1, 0]

/-- Orbital angular momentum of one electron. -/
def orb (k : Fin 3) : Pair := ell k ⊗ₖ 1

/-- Spin angular momentum of one electron. -/
def spn (k : Fin 3) : Pair := 1 ⊗ₖ ((1 / 2 : ℂ) • sigma k)

/-- The sum of a one-electron operator over both electrons. -/
def both (A : Pair) : Module.End ℂ Pair :=
  LinearMap.mulLeft ℂ A + LinearMap.mulRight ℂ Aᵀ

/-- Total orbital angular momentum squared. -/
def Lsq : Module.End ℂ Pair := ∑ k, (both (orb k)) ^ 2

/-- Total spin squared. -/
def Ssq : Module.End ℂ Pair := ∑ k, (both (spn k)) ^ 2

/-- The scalar product of the two orbital angular momenta. -/
def ldot : Module.End ℂ Pair :=
  ∑ k, LinearMap.mulLeft ℂ (orb k) * LinearMap.mulRight ℂ (orb k)ᵀ

/-- Electron repulsion in the p shell with Slater parameter `F`, without the monopole constant. -/
def repulsion (F : ℝ) : Module.End ℂ Pair :=
  (F : ℂ) • ((6 : ℂ) • ldot ^ 2 + (3 : ℂ) • ldot - (8 : ℂ) • 1)

/-- Hermitian overlap of two-electron states. -/
def overlap (X Y : Pair) : ℂ := trace (Xᴴ * Y)

/-- The two p1/2 spinors: the Pauli vector contracted with the p orbitals, acting on a spin. -/
def pHalf (m : Fin 2) : Label → ℂ := root (1 / 3) • fun p => sigma p.1 p.2 m

/-- The two-electron Slater determinant with its factor of one over root two. -/
def slater (u v : Label → ℂ) : Pair := root (1 / 2) • (vecMulVec u v - vecMulVec v u)

/-- The state T: orbital and spin vectors contracted to a scalar. -/
def triplet : Pair := root (1 / 12) • ∑ l, ell l ⊗ₖ (sigma l * eps)

/-- The state S0: a scalar orbital part times the antisymmetric spin part. -/
def singlet : Pair := root (1 / 6) • ((1 : Matrix (Fin 3) (Fin 3) ℂ) ⊗ₖ epsᵀ)

/-- Amplitudes multiply like square roots when the first argument is nonnegative. -/
theorem root_mul {x : ℝ} (hx : 0 ≤ x) (y : ℝ) : root x * root y = root (x * y) := by
  simp [root, Real.sqrt_mul hx]

/-- A nonnegative weight is the squared modulus of its amplitude. -/
theorem root_weight {x : ℝ} (hx : 0 ≤ x) : star (root x) * root x = x := by
  have h : star (root x) = root x := by simp [root]
  rw [h, root, ← Complex.ofReal_mul, Real.mul_self_sqrt hx]

/-- Both spinors have l·s = -1, and their j_z values are 1/2 and -1/2. -/
theorem pHalf_spin_orbit (m : Fin 2) :
    (∑ k, orb k * spn k) *ᵥ pHalf m = -pHalf m ∧
    (orb 2 + spn 2) *ᵥ pHalf m = (![1 / 2, -1 / 2] m : ℂ) • pHalf m := by
  have hk : ∀ k, orb k * spn k = ell k ⊗ₖ ((1 / 2 : ℂ) • sigma k) := by
    intro k
    rw [orb, spn, ← mul_kronecker_mul, mul_one, one_mul]
  have hI := Complex.I_mul_I
  constructor
  · simp only [hk]
    rw [pHalf, mulVec_smul, ← smul_neg]
    congr 1
    ext ⟨a, s⟩
    fin_cases m <;> fin_cases a <;> fin_cases s <;>
      simp [mulVec, dotProduct, Fintype.sum_prod_type, Fin.sum_univ_three, ell, sigma] <;> grind
  · rw [pHalf, mulVec_smul, smul_comm]
    congr 1
    ext ⟨a, s⟩
    fin_cases m <;> fin_cases a <;> fin_cases s <;>
      simp [mulVec, dotProduct, Fintype.sum_prod_type, Fin.sum_univ_three, orb, spn, ell, sigma,
        Matrix.one_apply] <;> grind

/-- Action of L², S² and l₁·l₂ on a product of an orbital matrix and a spin matrix. -/
theorem action_on_product (A : Matrix (Fin 3) (Fin 3) ℂ) (B : Matrix (Fin 2) (Fin 2) ℂ) :
    Lsq (A ⊗ₖ B) = ((4 : ℂ) • A + (2 : ℂ) • (Aᵀ - trace A • 1)) ⊗ₖ B ∧
    Ssq (A ⊗ₖ B) = A ⊗ₖ (B + Bᵀ) ∧
    ldot (A ⊗ₖ B) = (Aᵀ - trace A • 1) ⊗ₖ B := by
  have hI := Complex.I_mul_I
  have kt : ∀ (C : Matrix (Fin 3) (Fin 3) ℂ) (D : Matrix (Fin 2) (Fin 2) ℂ),
      (C ⊗ₖ D)ᵀ = Cᵀ ⊗ₖ Dᵀ := by
    intro C D
    ext i j
    rfl
  have hL : ∀ k C, both (orb k) (C ⊗ₖ B) = (ell k * C + C * (ell k)ᵀ) ⊗ₖ B := by
    intro k C
    simp only [both, orb, LinearMap.add_apply, LinearMap.mulLeft_apply, LinearMap.mulRight_apply,
      kt, transpose_one, ← mul_kronecker_mul, one_mul, mul_one, add_kronecker]
  have hS : ∀ k D, both (spn k) (A ⊗ₖ D) =
      A ⊗ₖ (((1 / 2 : ℂ) • sigma k) * D + D * ((1 / 2 : ℂ) • sigma k)ᵀ) := by
    intro k D
    simp only [both, spn, LinearMap.add_apply, LinearMap.mulLeft_apply, LinearMap.mulRight_apply,
      kt, transpose_one, ← mul_kronecker_mul, one_mul, mul_one, kronecker_add]
  refine ⟨?_, ?_, ?_⟩
  · simp only [Lsq, pow_two, Module.End.mul_apply, hL, Fin.sum_univ_three,
      LinearMap.add_apply]
    rw [← add_kronecker, ← add_kronecker]
    congr 1
    clear kt hL hS
    ext i j
    -- write products as sums of entries before inserting the explicit matrices
    simp only [Matrix.add_apply, Matrix.sub_apply, Matrix.smul_apply, Matrix.mul_apply,
      Matrix.transpose_apply, Fin.sum_univ_three, trace, Matrix.diag_apply]
    fin_cases i <;> fin_cases j <;> simp [ell] <;> grind
  · simp only [Ssq, pow_two, Module.End.mul_apply, hS, Fin.sum_univ_three,
      LinearMap.add_apply]
    rw [← kronecker_add, ← kronecker_add]
    congr 1
    clear kt hL hS
    ext i j
    simp only [Matrix.add_apply, Matrix.smul_apply, Matrix.mul_apply,
      Matrix.transpose_apply, Fin.sum_univ_two]
    fin_cases i <;> fin_cases j <;> simp [sigma] <;> grind
  · simp only [ldot, orb, Module.End.mul_apply, LinearMap.mulLeft_apply,
      LinearMap.mulRight_apply, kt, transpose_one, ← mul_kronecker_mul, one_mul, mul_one,
      Fin.sum_univ_three, LinearMap.add_apply]
    rw [← add_kronecker, ← add_kronecker]
    congr 1
    clear kt hL hS
    ext i j
    simp only [Matrix.add_apply, Matrix.sub_apply, Matrix.smul_apply, Matrix.mul_apply,
      Matrix.transpose_apply, Fin.sum_univ_three, trace, Matrix.diag_apply]
    fin_cases i <;> fin_cases j <;> simp [ell] <;> grind

/-- The repulsion is -5F on antisymmetric, F on symmetric traceless and 10F on scalar
orbital parts, whatever the spin part. -/
theorem term_energies (F : ℝ) (A : Matrix (Fin 3) (Fin 3) ℂ) (B : Matrix (Fin 2) (Fin 2) ℂ) :
    (Aᵀ = -A → repulsion F (A ⊗ₖ B) = (-5 * F : ℂ) • (A ⊗ₖ B)) ∧
    (Aᵀ = A → trace A = 0 → repulsion F (A ⊗ₖ B) = (F : ℂ) • (A ⊗ₖ B)) ∧
    repulsion F ((1 : Matrix (Fin 3) (Fin 3) ℂ) ⊗ₖ B) = (10 * F : ℂ) • (1 ⊗ₖ B) := by
  -- an eigenvalue w of l₁·l₂ fixes the energy
  have key : ∀ (X : Pair) (w : ℂ), ldot X = w • X →
      repulsion F X = (F * (6 * w ^ 2 + 3 * w - 8) : ℂ) • X := by
    intro X w h
    simp only [repulsion, LinearMap.smul_apply, LinearMap.sub_apply, LinearMap.add_apply, pow_two,
      Module.End.mul_apply, h, map_smul, Module.End.one_apply]
    module
  refine ⟨fun h => ?_, fun h h0 => ?_, ?_⟩
  · have h0 : trace A = 0 := by
      have h1 := trace_transpose A
      rw [h, trace_neg] at h1
      linear_combination (-1 / 2 : ℂ) * h1
    rw [key _ (-1) (by rw [(action_on_product A B).2.2, h, h0]; ext i j; simp)]
    congr 1
    ring
  · rw [key _ 1 (by rw [(action_on_product A B).2.2, h, h0]; ext i j; simp)]
    congr 1
    ring
  · have h1 : (1 : Matrix (Fin 3) (Fin 3) ℂ)ᵀ - trace (1 : Matrix (Fin 3) (Fin 3) ℂ) • 1
        = (-2 : ℂ) • 1 := by
      rw [transpose_one, trace_one, Fintype.card_fin]
      push_cast
      module
    rw [key _ (-2) (by rw [(action_on_product 1 B).2.2, h1, smul_kronecker])]
    congr 1
    ring

/-- T has L² = S² = 2 and repulsion -5F; S0 has L² = S² = 0 and repulsion 10F. -/
theorem term_eigenstates (F : ℝ) :
    (Lsq triplet = (2 : ℂ) • triplet ∧ Ssq triplet = (2 : ℂ) • triplet ∧
      repulsion F triplet = (-5 * F : ℂ) • triplet) ∧
    (Lsq singlet = 0 ∧ Ssq singlet = 0 ∧ repulsion F singlet = (10 * F : ℂ) • singlet) := by
  have lift : ∀ (M : Module.End ℂ Pair) (c : ℂ),
      (∀ l, M (ell l ⊗ₖ (sigma l * eps)) = c • (ell l ⊗ₖ (sigma l * eps))) →
      M triplet = c • triplet := by
    intro M c h
    simp only [triplet, map_smul, map_sum, h, ← Finset.smul_sum]
    rw [smul_comm]
  have ha : ∀ l, (ell l)ᵀ = -ell l := by
    intro l
    ext i j
    fin_cases l <;> fin_cases i <;> fin_cases j <;> simp [ell]
  have h0 : ∀ l, trace (ell l) = 0 := by
    intro l
    fin_cases l <;> simp [ell, trace, Fin.sum_univ_three]
  have hs : ∀ l, (sigma l * eps)ᵀ = sigma l * eps := by
    intro l
    ext i j
    fin_cases l <;> fin_cases i <;> fin_cases j <;>
      simp [sigma, eps, Matrix.mul_apply, Fin.sum_univ_two]
  refine ⟨⟨lift _ _ fun l => ?_, lift _ _ fun l => ?_, lift _ _ fun l => ?_⟩, ?_, ?_, ?_⟩
  · rw [(action_on_product _ _).1, ha, h0, ← smul_kronecker]
    congr 1
    module
  · rw [(action_on_product _ _).2.1, hs, ← two_smul ℂ, kronecker_smul]
  · exact (term_energies F _ _).1 (ha l)
  · have h1 : (4 : ℂ) • (1 : Matrix (Fin 3) (Fin 3) ℂ) + (2 : ℂ) •
        ((1 : Matrix (Fin 3) (Fin 3) ℂ)ᵀ - trace (1 : Matrix (Fin 3) (Fin 3) ℂ) • 1) = 0 := by
      rw [transpose_one, trace_one, Fintype.card_fin]
      push_cast
      module
    rw [singlet, map_smul, (action_on_product _ _).1, h1, zero_kronecker, smul_zero]
  · have h1 : epsᵀ + epsᵀᵀ = 0 := by
      ext i j
      fin_cases i <;> fin_cases j <;> simp [eps]
    rw [singlet, map_smul, (action_on_product _ _).2.1, h1, kronecker_zero, smul_zero]
  · rw [singlet, map_smul, (term_energies F 1 _).2.2, smul_comm]

/-- T and S0 are orthonormal. -/
theorem terms_orthonormal : overlap triplet triplet = 1 ∧ overlap singlet singlet = 1 ∧
    overlap triplet singlet = 0 ∧ overlap singlet triplet = 0 := by
  have h12 := root_weight (by norm_num : (0 : ℝ) ≤ 1 / 12)
  have h6 := root_weight (by norm_num : (0 : ℝ) ≤ 1 / 6)
  push_cast at h12 h6
  simp only [Complex.star_def] at h12 h6
  simp only [overlap, triplet, singlet, conjTranspose_smul, Matrix.smul_mul, Matrix.mul_smul,
    trace_smul, smul_eq_mul]
  -- the four traces of the unnormalised states are 12, 6, 0 and 0
  refine ⟨?_, ?_, ?_, ?_⟩ <;>
    simp [trace, Matrix.mul_apply, Fintype.sum_prod_type, Fin.sum_univ_three, Fin.sum_univ_two,
      ell, sigma, eps, Matrix.one_apply] <;> grind

/-- The determinant of both p1/2 spinors is √(2/3) T + √(1/3) S0. -/
theorem determinant_decomposition : slater (pHalf 0) (pHalf 1) =
    root (2 / 3) • triplet + root (1 / 3) • singlet := by
  have raw : ∀ p q : Label,
      sigma p.1 p.2 0 * sigma q.1 q.2 1 - sigma p.1 p.2 1 * sigma q.1 q.2 0 =
      (∑ l, ell l ⊗ₖ (sigma l * eps)) p q +
        ((1 : Matrix (Fin 3) (Fin 3) ℂ) ⊗ₖ epsᵀ) p q := by
    rintro ⟨a, s⟩ ⟨b, t⟩
    fin_cases a <;> fin_cases s <;> fin_cases b <;> fin_cases t <;>
      simp [Fin.sum_univ_three, ell, sigma, eps]
  -- both normalisation products equal the root of 1/18
  have h1 : root (1 / 2) * (root (1 / 3) * root (1 / 3)) = root (2 / 3) * root (1 / 12) := by
    rw [root_mul (by norm_num : (0 : ℝ) ≤ 1 / 3), root_mul (by norm_num : (0 : ℝ) ≤ 1 / 2),
      root_mul (by norm_num : (0 : ℝ) ≤ 2 / 3)]
    congr 1
    norm_num
  have h2 : root (1 / 2) * (root (1 / 3) * root (1 / 3)) = root (1 / 3) * root (1 / 6) := by
    rw [root_mul (by norm_num : (0 : ℝ) ≤ 1 / 3) (1 / 3),
      root_mul (by norm_num : (0 : ℝ) ≤ 1 / 2),
      root_mul (by norm_num : (0 : ℝ) ≤ 1 / 3) (1 / 6)]
    congr 1
    norm_num
  ext p q
  simp only [slater, pHalf, triplet, singlet, Matrix.smul_apply, Matrix.sub_apply,
    Matrix.add_apply, vecMulVec_apply, Pi.smul_apply, smul_eq_mul]
  linear_combination (root (1 / 2) * root (1 / 3) * root (1 / 3)) * raw p q +
    (∑ l, ell l ⊗ₖ (sigma l * eps)) p q * h1 +
    ((1 : Matrix (Fin 3) (Fin 3) ℂ) ⊗ₖ epsᵀ) p q * h2

/-- The determinant of both p1/2 spinors is normalised, its mean repulsion is 0, and this minus the
mean repulsion of T is 5F. -/
theorem determinant_energy (F : ℝ) :
    let D := slater (pHalf 0) (pHalf 1)
    overlap D D = 1 ∧ overlap D (repulsion F D) = 0 ∧
    overlap D (repulsion F D) - overlap triplet (repulsion F triplet) = 5 * F := by
  intro D
  obtain ⟨tt, ss, ts, st⟩ := terms_orthonormal
  have hT := (term_eigenstates F).1.2.2
  have hS := (term_eigenstates F).2.2.2
  have h23 := root_weight (by norm_num : (0 : ℝ) ≤ 2 / 3)
  have h13 := root_weight (by norm_num : (0 : ℝ) ≤ 1 / 3)
  push_cast at h23 h13
  have comb : ∀ a b c d : ℂ, overlap (a • triplet + b • singlet) (c • triplet + d • singlet) =
      star a * c + star b * d := by
    intro a b c d
    unfold overlap at *
    simp only [conjTranspose_add, conjTranspose_smul, Matrix.add_mul, Matrix.mul_add,
      Matrix.smul_mul, Matrix.mul_smul, trace_add, trace_smul, smul_eq_mul, tt, ss, ts, st]
    ring
  have hD : D = root (2 / 3) • triplet + root (1 / 3) • singlet := determinant_decomposition
  have hE : overlap D (repulsion F D) = 0 := by
    rw [hD, map_add, map_smul, map_smul, hT, hS, smul_smul, smul_smul, comb]
    linear_combination (-5 * F : ℂ) * h23 + (10 * F : ℂ) * h13
  refine ⟨?_, hE, ?_⟩
  · rw [hD, comb]
    linear_combination h23 + h13
  · have hP : overlap triplet (repulsion F triplet) = -5 * F := by
      rw [hT, overlap, Matrix.mul_smul, trace_smul, ← overlap, tt, smul_eq_mul, mul_one]
    rw [hE, hP]
    ring

end

end PSquaredCoupling
```

```lean
#print axioms PSquaredCoupling.pHalf_spin_orbit
#print axioms PSquaredCoupling.determinant_energy
```

```
'PSquaredCoupling.pHalf_spin_orbit' depends on axioms: [propext, Classical.choice, Quot.sound]
'PSquaredCoupling.determinant_energy' depends on axioms: [propext, Classical.choice, Quot.sound]
```

**How the lemmas fit together.** `action_on_product` first moves each operator onto its own Kronecker factor, then checks the remaining 3×3 or 2×2 identity entry by entry. In `term_energies`, the step `key` turns an eigenvalue w of l₁·l₂ into the energy F(6w² + 3w − 8). `term_eigenstates` applies these results to S0 and to each summand of T, and `lift` carries them to the sum. `terms_orthonormal` evaluates the four traces.

In `determinant_decomposition`, `raw` is the identity for D without its prefactors. It is checked over all orbital and spin labels, where the derivation above used the Pauli product rule. `h1` and `h2` match the square roots, both sides being √(1/18). Finally, `comb` in `determinant_energy` expands overlaps of combinations of T and S0, and the weights 2/3 and 1/3 give the norm 1 and the mean 0.
